# Primitive rhombohedral indices correspond one-to-one to obverse hexagonal indices with \(-H+K+L\) divisible by 3

A rhombohedral crystal can be described by its primitive cell or by a hexagonal cell of three times the volume. The same diffraction spot then carries two index triples, and the hexagonal cell also offers triples at which the crystal has no reflection. Which hexagonal triples belong to points of the reciprocal lattice of the primitive cell, and does each come from only one primitive triple?

Let \(a,b,c\) be the primitive axes, and take the obverse hexagonal axes \(a-b\), \(b-c\), \(a+b+c\). A reflection with primitive indices \((h,k,l)\) has hexagonal indices

\[
(H,K,L)=(h-k,\;k-l,\;h+k+l).
\]

On integer triples this map is injective, and its image is exactly the set where \(3\mid -H+K+L\).

## Converting and filtering reflection lists

A program that converts reflection lists between the two cells relies on this correspondence: filtering hexagonal triples by the divisibility condition loses no reflection and duplicates none. In a plane-wave calculation on the hexagonal cell, the same condition selects the Fourier components available to a density with the full primitive periodicity; a distortion that breaks this periodicity can populate the others.

## From the change of axes to the divisibility condition

Describe a scattering vector by a real linear functional \(g\) on real space, scaled so that its value on an axis is the index along that axis: \(g(a)=h\), \(g(b)=k\), \(g(c)=l\). Linearity gives

\[
g(a-b)=h-k,\quad g(b-c)=k-l,\quad g(a+b+c)=h+k+l.
\]

These are \(H\), \(K\) and \(L\). Combining them,

\[
-H+K+L=-(h-k)+(k-l)+(h+k+l)=3k.
\]

So every image triple satisfies the condition. Since \(h=k+H\) and \(l=k-K\), we also have

\[
3h=2H+K+L,\qquad 3l=-H-2K+L.
\]

The hexagonal triple therefore fixes \(h,k,l\), which proves injectivity.

Conversely, suppose \(-H+K+L=3m\) with \(m\) an integer. The triple \((H+m,\,m,\,m-K)\) has successive differences \(H\) and \(K\), and its sum is \(H-K+3m=L\). It is the required preimage.

A threefold rotation about \(a+b+c\) cycles \((h,k,l)\) to \((k,l,h)\). The new differences are \(k-l=K\) and \(l-h=-H-K\), while the sum is unchanged, so \((H,K,L)\) becomes \((K,-H-K,L)\).

In the reverse setting the first two hexagonal axes are inverted. Replacing \(H,K\) by \(-H,-K\) turns the condition into \(3\mid H-K+L\). Confusing the settings makes a filter reject genuine reflections: primitive \((1,0,0)\) has obverse indices \((1,0,1)\), which pass the obverse test, since \(-1+0+1=0\), but fail the reverse one, since \(1-0+1=2\).

## The correspondence in Lean

```lean
import Mathlib

namespace RhombohedralHexagonalIndices

/-- Reflection indices: a triple of integers. -/
abbrev Indices := ℤ × ℤ × ℤ

/-- The obverse hexagonal indices `(h - k, k - l, h + k + l)` of the reflection with
primitive rhombohedral indices `(h, k, l)`. -/
def toObverse (p : Indices) : Indices :=
  (p.1 - p.2.1, p.2.1 - p.2.2, p.1 + p.2.1 + p.2.2)

/-- The reverse hexagonal indices `(k - h, l - k, h + k + l)` of the reflection with
primitive rhombohedral indices `(h, k, l)`. -/
def toReverse (p : Indices) : Indices :=
  (p.2.1 - p.1, p.2.2 - p.2.1, p.1 + p.2.1 + p.2.2)

/-- The triples `(H, K, L)` that satisfy the obverse reflection condition:
`-H + K + L` is divisible by 3. -/
def obverseAllowed : Set Indices :=
  {q | (3 : ℤ) ∣ -q.1 + q.2.1 + q.2.2}

/-- The triples `(H, K, L)` that satisfy the reverse reflection condition:
`H - K + L` is divisible by 3. -/
def reverseAllowed : Set Indices :=
  {q | (3 : ℤ) ∣ q.1 - q.2.1 + q.2.2}

/-- A scattering vector `g` with indices `(h, k, l)` along the primitive axes `a, b, c` has
the indices `toObverse (h, k, l)` along the hexagonal axes `a - b`, `b - c`, `a + b + c`. -/
theorem indices_along_hexagonal_axes {V : Type*} [AddCommGroup V] [Module ℝ V]
    (g : V →ₗ[ℝ] ℝ) (a b c : V) (h k l : ℤ)
    (ha : g a = h) (hb : g b = k) (hc : g c = l) :
    g (a - b) = ((toObverse (h, k, l)).1 : ℝ) ∧
    g (b - c) = ((toObverse (h, k, l)).2.1 : ℝ) ∧
    g (a + b + c) = ((toObverse (h, k, l)).2.2 : ℝ) := by
  simp only [toObverse, map_sub, map_add, ha, hb, hc]
  push_cast
  exact ⟨rfl, rfl, rfl⟩

/-- The inverse transformation: `(H, K, L)` are the obverse hexagonal indices of `(h, k, l)`
exactly when `3h = 2H + K + L`, `3k = -H + K + L` and `3l = -H - 2K + L`. -/
theorem toObverse_eq_iff (h k l H K L : ℤ) :
    toObverse (h, k, l) = (H, K, L) ↔
      3 * h = 2 * H + K + L ∧ 3 * k = -H + K + L ∧ 3 * l = -H - 2 * K + L := by
  simp only [toObverse, Prod.mk.injEq]
  omega

/-- The map from primitive rhombohedral to obverse hexagonal indices is injective, and its
image is exactly the set of triples with `-H + K + L` divisible by 3. -/
theorem toObverse_injective_and_range :
    Function.Injective toObverse ∧ Set.range toObverse = obverseAllowed := by
  constructor
  · rintro ⟨h, k, l⟩ ⟨h', k', l'⟩ e
    simp only [toObverse, Prod.mk.injEq] at e ⊢
    omega
  · ext ⟨H, K, L⟩
    simp only [Set.mem_range, obverseAllowed, Set.mem_ofPred_eq]
    constructor
    · -- the combination -H + K + L of an image point is 3k
      rintro ⟨⟨h, k, l⟩, e⟩
      simp only [toObverse, Prod.mk.injEq] at e
      omega
    · -- the quotient m is the middle primitive index, and fixes the other two
      rintro ⟨m, hm⟩
      refine ⟨(H + m, m, m - K), ?_⟩
      simp only [toObverse, Prod.mk.injEq]
      omega

/-- A scattering vector with integer indices `(H, K, L)` along the obverse hexagonal axes has
integer indices along the primitive axes `a, b, c` if and only if `-H + K + L` is divisible
by 3. -/
theorem primitive_indices_integer_iff {V : Type*} [AddCommGroup V] [Module ℝ V]
    (g : V →ₗ[ℝ] ℝ) (a b c : V) (H K L : ℤ)
    (hH : g (a - b) = H) (hK : g (b - c) = K) (hL : g (a + b + c) = L) :
    (∃ h k l : ℤ, g a = h ∧ g b = k ∧ g c = l) ↔ (H, K, L) ∈ obverseAllowed := by
  simp only [map_sub, map_add] at hH hK hL
  simp only [obverseAllowed, Set.mem_ofPred_eq]
  constructor
  · rintro ⟨h, k, l, ha, hb, hc⟩
    refine ⟨k, ?_⟩
    have e : -(H : ℝ) + K + L = 3 * k := by linarith
    exact_mod_cast e
  · rintro ⟨m, hm⟩
    have e : -(H : ℝ) + K + L = 3 * m := by exact_mod_cast hm
    -- the three axis equations determine g on a, b and c
    refine ⟨H + m, m, m - K, ?_, ?_, ?_⟩
    · push_cast
      linarith
    · linarith
    · push_cast
      linarith

/-- Cyclic permutation of the primitive indices, `(h, k, l)` to `(k, l, h)`, acts on the
obverse hexagonal indices as `(H, K, L)` to `(K, -H - K, L)`. -/
theorem toObverse_threefold (h k l : ℤ) :
    toObverse (k, l, h) =
      ((toObverse (h, k, l)).2.1,
        -(toObverse (h, k, l)).1 - (toObverse (h, k, l)).2.1,
        (toObverse (h, k, l)).2.2) := by
  refine Prod.ext ?_ (Prod.ext ?_ ?_) <;> simp only [toObverse] <;> ring

/-- The map from primitive rhombohedral to reverse hexagonal indices is injective, and its
image is exactly the set of triples with `H - K + L` divisible by 3. -/
theorem toReverse_injective_and_range :
    Function.Injective toReverse ∧ Set.range toReverse = reverseAllowed := by
  constructor
  · rintro ⟨h, k, l⟩ ⟨h', k', l'⟩ e
    simp only [toReverse, Prod.mk.injEq] at e ⊢
    omega
  · ext ⟨H, K, L⟩
    simp only [Set.mem_range, reverseAllowed, Set.mem_ofPred_eq]
    constructor
    · rintro ⟨⟨h, k, l⟩, e⟩
      simp only [toReverse, Prod.mk.injEq] at e
      omega
    · -- again the quotient m is the middle primitive index
      rintro ⟨m, hm⟩
      refine ⟨(m - H, m, m + K), ?_⟩
      simp only [toReverse, Prod.mk.injEq]
      omega

end RhombohedralHexagonalIndices
```

```lean
#print axioms RhombohedralHexagonalIndices.indices_along_hexagonal_axes
-- 'RhombohedralHexagonalIndices.indices_along_hexagonal_axes' depends on axioms: [propext, Classical.choice, Quot.sound]
#print axioms RhombohedralHexagonalIndices.primitive_indices_integer_iff
-- 'RhombohedralHexagonalIndices.primitive_indices_integer_iff' depends on axioms: [propext, Classical.choice, Quot.sound]
#print axioms RhombohedralHexagonalIndices.toObverse_threefold
-- 'RhombohedralHexagonalIndices.toObverse_threefold' depends on axioms: [propext]
#print axioms RhombohedralHexagonalIndices.toReverse_injective_and_range
-- 'RhombohedralHexagonalIndices.toReverse_injective_and_range' depends on axioms: [propext, Classical.choice, Quot.sound]
```

## Integer indices, arbitrary axes and no amplitudes

`Indices` is the type of integer triples, and `toObverse` is the index map. The main theorem, `toObverse_injective_and_range`, states injectivity and the equality of `Set.range toObverse` with `obverseAllowed`. After the triples are split into components, `omega` settles the linear integer arithmetic. For the converse inclusion, the divisibility hypothesis supplies `m`, and the proof gives the preimage found above. `toObverse_eq_iff` records the inverse formulas without division, and `toReverse_injective_and_range` repeats the argument for the reverse setting.

Two theorems connect the integers to scattering vectors. `indices_along_hexagonal_axes` derives the index map from the change of axes. `primitive_indices_integer_iff` starts from a functional `g` with integer values on the hexagonal axes, and says that its values on `a`, `b`, `c` are integers exactly when the obverse condition holds. Its proof solves the axis equations with `linarith`, while the cast tactics move equations between integers and reals.

The vectors `a`, `b`, `c` may be any vectors in a real vector space: equal lengths and angles are not assumed, nor is linear independence. For linearly independent vectors, equal lengths and equal angles make the axes `a - b`, `b - c`, `a + b + c` hexagonal and let `toObverse_threefold` be read as a rotation; the theorem itself concerns a cyclic permutation of indices. The scaling of `g` contains no \(2\pi\): for a reciprocal vector \(G\) defined with that factor, \(g(v)=G\cdot v/(2\pi)\).

The theorems contain no structure factors. They identify the triples that the lattice permits, and an individual permitted reflection may still vanish because of the atomic arrangement.
